# Subadditivity of the optimal classical indirect energy on finitely many sites

Take two sites and an interaction that costs U > 0 when two particles share a site. A single particle with density (½, ½) repels nothing, but its Hartree energy is ½·U·(¼ + ¼) = U/4, so its indirect energy, the mean pair repulsion minus the Hartree energy, is −U/4.

Now put two such particles together, independently. They share a site with probability ½, so the mean repulsion is U/2. The density is (1, 1), with Hartree energy U. The indirect energy is −U/2, the sum of the two fragment values. The particles can do better at the same density by always occupying different sites, which gives −U. Independence reproduces the sum, so the optimum over all distributions, correlated ones included, cannot lie above it.

## Independent fragments have additive indirect energies

Let X be a finite set of sites and w(x,y) a real interaction, not necessarily symmetric. For functions u, v on X write

⟨u, w v⟩ = Σₓ Σ_y u(x) w(x,y) v(y).

A configuration s of N identical particles has s(x) particles on site x. Its pair repulsion is half the sum over ordered pairs of distinct particles:

W(s) = ½ [⟨s, w s⟩ − Σₓ s(x) w(x,x)].

The subtracted term removes each particle's interaction with itself. For a density n with N particles, I(n) is the infimum of mean W − ½⟨n, w n⟩ over probability distributions on configurations whose mean occupations are n. The claim, for nonnegative m and n with integer particle numbers M and N, is

I(m+n) ≤ I(m) + I(n).

Draw a from a distribution P with density m and, independently, b from Q with density n. The combined occupations are a + b, so the density is m + n. Expanding W gives

W(a+b) = W(a) + W(b) + ½⟨a, w b⟩ + ½⟨b, w a⟩,

because the self-interaction term is linear in the occupations. By independence, the last two terms have mean ½⟨m, w n⟩ + ½⟨n, w m⟩. The Hartree energy expands as

½⟨m+n, w(m+n)⟩ = ½⟨m, w m⟩ + ½⟨n, w n⟩ + ½⟨m, w n⟩ + ½⟨n, w m⟩.

On subtraction the cross terms cancel, and the indirect energies E(P) and E(Q) add. Hence I(m+n) ≤ E(P) + E(Q) for all admissible P and Q. Taking the infimum over P, then over Q, gives the claim.

Two points make these infima meaningful. First, admissible distributions exist: for N = 0 the density vanishes and the empty configuration serves. For N = k+1, combine a k-particle distribution of density k n/(k+1) with one particle placed on x with probability n(x)/(k+1). Second, the energies are bounded below: since 0 ≤ P(s) ≤ 1, the mean of W is at least −Σₛ |W(s)|.

On a single site with w = U there is only one configuration for each N, so I = ½U N(N−1) − ½U N² = −½U N, and the inequality is an equality.

In a calculation, I(n) is a linear program whose unknowns are the probabilities P(s). Fragment solutions supply a feasible point for the merged problem: multiply the probabilities and collect the pairs with equal total occupations. In the two-site example this gives weights ¼, ½, ¼ on the occupations (2,0), (1,1), (0,2), with indirect energy −U/2; the optimiser then moves all the weight to (1,1).

## Configurations, states and energies in Lean

```lean
import Mathlib

open Finset

namespace IndirectEnergy

noncomputable section

variable {X : Type*} [Fintype X] [DecidableEq X] {M N : ℕ}
```

An element of `Sym X N` is an unordered configuration, a multiset of N sites. A permutation-symmetric distribution on ordered configurations is determined by the total probability of each such multiset, so symmetry is built into the type.

```lean
/-- The mean of an observable `F` over unordered `N`-particle configurations weighted by `P`. -/
def mean (P F : Sym X N → ℝ) : ℝ := ∑ s, P s * F s

/-- The number of particles on site `x`. -/
def occupation (s : Sym X N) (x : X) : ℝ := (s.1.count x : ℕ)

/-- The classical interaction `⟨u, w v⟩` of two densities. -/
def coulomb (w : X → X → ℝ) (u v : X → ℝ) : ℝ := ∑ x, ∑ y, u x * w x y * v y

/-- The pair repulsion: half the interaction of the occupation numbers, after removing the
interaction of each particle with itself. -/
def repulsion (w : X → X → ℝ) (s : Sym X N) : ℝ :=
  (coulomb w (occupation s) (occupation s) - ∑ x, occupation s x * w x x) / 2

/-- The Hartree energy `⟨n, w n⟩ / 2`. -/
def hartree (w : X → X → ℝ) (n : X → ℝ) : ℝ := coulomb w n n / 2
```

These are the mean, s(x), ⟨u, w v⟩, W(s) and the Hartree energy. The diagonal w(x,x) is a finite on-site interaction between different particles.

```lean
/-- `P` is a symmetric `N`-particle probability distribution with density `n`, given by the
probabilities of unordered configurations. -/
structure IsState (n : X → ℝ) (P : Sym X N → ℝ) : Prop where
  nonneg : ∀ s, 0 ≤ P s
  sum_one : ∑ s, P s = 1
  density : ∀ x, mean P (fun s => occupation s x) = n x
```

`IsState n P` says that P is nonnegative, normalised and has mean occupations n.

```lean
/-- The indirect energies attained by `N`-particle states of density `n`. -/
def indirectValues (w : X → X → ℝ) (N : ℕ) (n : X → ℝ) : Set ℝ :=
  {e | ∃ P : Sym X N → ℝ, IsState n P ∧ e = mean P (repulsion w) - hartree w n}

/-- The optimal indirect energy `I(n)`, for nonnegative `n` with particle number `N`. -/
def indirectEnergy (w : X → X → ℝ) (N : ℕ) (n : X → ℝ) : ℝ := sInf (indirectValues w N n)
```

The particle number is an explicit argument of `indirectEnergy`. Lean assigns the infimum of an empty set the value 0; the existence result below rules that case out for the densities considered.

## Preparing and merging distributions

```lean
/-- The distribution that prepares the configuration `c a` with weight `p a`. -/
def law {A : Type*} [Fintype A] (p : A → ℝ) (c : A → Sym X N) (s : Sym X N) : ℝ :=
  ∑ a, if c a = s then p a else 0

/-- The distribution of the combined configuration of two statistically independent fragments with
weights `P` and `Q`. -/
def merge (P : Sym X M → ℝ) (Q : Sym X N → ℝ) : Sym X (M + N) → ℝ :=
  law (fun q : Sym X M × Sym X N => P q.1 * Q q.2) (fun q => q.1.append q.2)
```

`law` adds the probabilities of all preparations that lead to the same configuration, and `merge` applies it to independent pairs.

```lean
/-- Means over a prepared distribution are weighted sums over the preparations. -/
theorem mean_law {A : Type*} [Fintype A] (p : A → ℝ) (c : A → Sym X N) (F : Sym X N → ℝ) :
    mean (law p c) F = ∑ a, p a * F (c a) := by
  simp only [mean, law, sum_mul]
  rw [sum_comm]
  exact sum_congr rfl fun a _ => by simp

/-- Preparing configurations with probabilities `p` gives a state whose density is the
average occupation. -/
theorem law_isState {A : Type*} [Fintype A] {p : A → ℝ} {c : A → Sym X N} {n : X → ℝ}
    (hp : ∀ a, 0 ≤ p a) (h1 : ∑ a, p a = 1)
    (hn : ∀ x, ∑ a, p a * occupation (c a) x = n x) : IsState n (law p c) := by
  refine ⟨fun s => sum_nonneg fun a _ => ?_, ?_, fun x => (mean_law p c _).trans (hn x)⟩
  · split_ifs
    exacts [hp a, le_rfl]
  · have h := mean_law p c (fun _ => 1)
    simp only [mean, mul_one] at h
    exact h.trans h1
```

Means can therefore be computed over preparations, by exchanging two finite sums, and a normalised preparation is a state with the averaged density.

```lean
omit [DecidableEq X] in
/-- The classical interaction is linear under weighted averaging of either density. -/
theorem coulomb_mean {A : Type*} [Fintype A] (w : X → X → ℝ) (p : A → ℝ) (u : A → X → ℝ)
    (v : X → ℝ) :
    ∑ a, p a * coulomb w (u a) v = coulomb w (fun x => ∑ a, p a * u a x) v ∧
    ∑ a, p a * coulomb w v (u a) = coulomb w v (fun x => ∑ a, p a * u a x) := by
  constructor <;>
  · simp only [coulomb, mul_sum, sum_mul]
    rw [sum_comm]
    refine sum_congr rfl fun x _ => ?_
    rw [sum_comm]
    exact sum_congr rfl fun y _ => sum_congr rfl fun a _ => by ring
```

This linearity, used once in each argument, turns the mean cross repulsion into an interaction of densities.

```lean
/-- Two independent fragment states form a state of the summed density, whose indirect energy
is the sum of those of the fragments. -/
theorem merged_state (w : X → X → ℝ) {m n : X → ℝ} {P : Sym X M → ℝ} {Q : Sym X N → ℝ}
    (hP : IsState m P) (hQ : IsState n Q) :
    IsState (m + n) (merge P Q) ∧ mean (merge P Q) (repulsion w) - hartree w (m + n)
      = (mean P (repulsion w) - hartree w m) + (mean Q (repulsion w) - hartree w n) := by
  have hocc : ∀ (a : Sym X M) (b : Sym X N),
      occupation (a.append b) = occupation a + occupation b := by
    intro a b
    funext x
    change (((a.1 + b.1).count x : ℕ) : ℝ) = (a.1.count x : ℕ) + (b.1.count x : ℕ)
    rw [Multiset.count_add, Nat.cast_add]
  have hadd : ∀ u v : X → ℝ, coulomb w (u + v) (u + v)
      = coulomb w u u + coulomb w v v + (coulomb w u v + coulomb w v u) := by
    intro u v
    simp only [coulomb, Pi.add_apply, ← sum_add_distrib]
    exact sum_congr rfl fun x _ => sum_congr rfl fun y _ => by ring
  -- observables that are sums over the fragments have additive means
  have hs : ∀ (f : Sym X M → ℝ) (g : Sym X N → ℝ),
      ∑ a, ∑ b, P a * Q b * (f a + g b) = mean P f + mean Q g := by
    intro f g
    have h : ∀ a, ∑ b, P a * Q b * (f a + g b) = P a * f a + P a * ∑ b, Q b * g b := by
      intro a
      calc _ = P a * f a * ∑ b, Q b + P a * ∑ b, Q b * g b := by
            rw [mul_sum, mul_sum, ← sum_add_distrib]
            exact sum_congr rfl fun b _ => by ring
        _ = _ := by rw [hQ.sum_one, mul_one]
    simp only [h, sum_add_distrib, ← sum_mul, hP.sum_one, one_mul, mean]
  constructor
  · refine law_isState (fun q => mul_nonneg (hP.nonneg _) (hQ.nonneg _)) ?_ (fun x => ?_)
    · rw [Fintype.sum_prod_type]
      simp only [← mul_sum, hQ.sum_one, mul_one, hP.sum_one]
    · rw [Fintype.sum_prod_type]
      simp only [hocc, Pi.add_apply]
      rw [hs (fun a => occupation a x) (fun b => occupation b x), hP.density, hQ.density]
  · have hm : (fun x => ∑ a, P a * occupation a x) = m := funext hP.density
    have hn : (fun x => ∑ b, Q b * occupation b x) = n := funext hQ.density
    -- the mean cross repulsion is the classical interaction of the fragment densities
    have h1 : ∑ a, ∑ b, P a * (Q b * coulomb w (occupation a) (occupation b))
        = coulomb w m n := by
      simp only [← mul_sum, (coulomb_mean w Q occupation _).2, hn,
        (coulomb_mean w P occupation _).1, hm]
    have h2 : ∑ a, ∑ b, P a * (Q b * coulomb w (occupation b) (occupation a))
        = coulomb w n m := by
      simp only [← mul_sum, (coulomb_mean w Q occupation _).1, hn,
        (coulomb_mean w P occupation _).2, hm]
    have h3 : ∀ a b, P a * Q b * repulsion w (a.append b)
        = P a * Q b * (repulsion w a + repulsion w b)
          + P a * (Q b * coulomb w (occupation a) (occupation b)) / 2
          + P a * (Q b * coulomb w (occupation b) (occupation a)) / 2 := by
      intro a b
      simp only [repulsion, hocc, hadd, Pi.add_apply, add_mul, sum_add_distrib]
      ring
    rw [merge, mean_law, Fintype.sum_prod_type]
    simp only [h3, sum_add_distrib, ← sum_div]
    rw [hs (repulsion w) (repulsion w), h1, h2]
    simp only [hartree, hadd]
    ring
```

Here `hocc` adds occupations and `hadd` expands the quadratic form. `hs` handles observables that are sums over the fragments, using normalisation. `h3` is the expansion of W(a+b), weighted by P(a)Q(b), and `h1` and `h2` evaluate its cross terms. The last `ring` performs the cancellation against the Hartree energy.

## Existence, boundedness and the infimum

```lean
/-- Every nonnegative density with particle number `N` comes from an `N`-particle state. -/
theorem exists_isState {n : X → ℝ} (hn : ∀ x, 0 ≤ n x) (hs : ∑ x, n x = N) :
    ∃ P : Sym X N → ℝ, IsState n P := by
  induction N generalizing n with
  | zero =>
    have h0 : ∀ x, n x = 0 := fun x =>
      (sum_eq_zero_iff_of_nonneg (fun x _ => hn x)).1 (by simpa using hs) x (mem_univ x)
    refine ⟨law (fun _ : Unit => 1) (fun _ => ⟨0, Multiset.card_zero⟩),
      law_isState (fun _ => zero_le_one) (by simp) (fun x => ?_)⟩
    change ∑ _a : Unit, (1 : ℝ) * ((Multiset.count x (0 : Multiset X) : ℕ) : ℝ) = n x
    simp [h0]
  | succ k ih =>
    have hk : (k : ℝ) + 1 ≠ 0 := by positivity
    push_cast at hs
    obtain ⟨P, hP⟩ := ih (n := fun x => k / (k + 1) * n x)
      (fun x => mul_nonneg (by positivity) (hn x)) (by rw [← mul_sum, hs]; field_simp)
    -- the last particle carries the remaining share of the density
    have hQ : IsState (fun x => n x / (k + 1)) (law (fun x => n x / (k + 1))
        (fun x => (⟨{x}, Multiset.card_singleton x⟩ : Sym X 1))) := by
      refine law_isState (fun x => div_nonneg (hn x) (by positivity))
        (by rw [← sum_div, hs, div_self hk]) (fun x => ?_)
      change ∑ a, n a / (k + 1) * ((Multiset.count x ({a} : Multiset X) : ℕ) : ℝ) = _
      simp [Multiset.count_singleton]
    have h : (fun x => k / (k + 1) * n x) + (fun x => n x / (k + 1)) = n := by
      funext x
      rw [Pi.add_apply, div_mul_eq_mul_div, ← add_div, div_eq_iff hk]
      ring
    have hPQ := (merged_state (fun _ _ => 0) hP hQ).1
    rw [h] at hPQ
    exact ⟨_, hPQ⟩
```

The induction adds one particle at a time. It calls `merged_state` with zero interaction, since only the density statement is needed.

```lean
/-- The indirect energies at fixed density and particle number are bounded below. -/
theorem indirectValues_bddBelow (w : X → X → ℝ) (N : ℕ) (n : X → ℝ) :
    BddBelow (indirectValues w N n) := by
  refine ⟨(∑ s : Sym X N, -|repulsion w s|) - hartree w n, ?_⟩
  rintro e ⟨P, hP, rfl⟩
  refine sub_le_sub_right (sum_le_sum fun s _ => ?_) _
  have h1 : P s ≤ 1 :=
    (single_le_sum (f := P) (fun t _ => hP.nonneg t) (mem_univ s)).trans_eq hP.sum_one
  have h2 : 0 ≤ repulsion w s + |repulsion w s| := by linarith [neg_abs_le (repulsion w s)]
  nlinarith [mul_nonneg (hP.nonneg s) h2,
    mul_nonneg (sub_nonneg.2 h1) (abs_nonneg (repulsion w s))]
```

The `nlinarith` step combines P(s)(W(s) + |W(s)|) ≥ 0 with (1 − P(s))|W(s)| ≥ 0 to give P(s)W(s) ≥ −|W(s)|.

```lean
/-- Subadditivity: for nonnegative densities with integer particle numbers, the optimal indirect
energy of the summed density is at most the sum of those of the two fragments. -/
theorem indirectEnergy_add_le (w : X → X → ℝ) {m n : X → ℝ}
    (hm : ∀ x, 0 ≤ m x) (hM : ∑ x, m x = M) (hn : ∀ x, 0 ≤ n x) (hN : ∑ x, n x = N) :
    indirectEnergy w (M + N) (m + n) ≤ indirectEnergy w M m + indirectEnergy w N n := by
  obtain ⟨P, hP⟩ := exists_isState hm hM
  obtain ⟨Q, hQ⟩ := exists_isState hn hN
  have h : ∀ a ∈ indirectValues w M m, ∀ b ∈ indirectValues w N n,
      indirectEnergy w (M + N) (m + n) ≤ a + b := by
    rintro a ⟨P, hP, rfl⟩ b ⟨Q, hQ, rfl⟩
    have hPQ := merged_state w hP hQ
    exact csInf_le (indirectValues_bddBelow w _ _) ⟨_, hPQ.1, hPQ.2.symm⟩
  -- take the infimum over the first fragment, then over the second
  have h1 : ∀ b ∈ indirectValues w N n,
      indirectEnergy w (M + N) (m + n) - b ≤ indirectEnergy w M m := fun b hb =>
    le_csInf ⟨_, P, hP, rfl⟩ (fun a ha => by linarith [h a ha b hb])
  have h2 : indirectEnergy w (M + N) (m + n) - indirectEnergy w M m ≤ indirectEnergy w N n :=
    le_csInf ⟨_, Q, hQ, rfl⟩ (fun b hb => by linarith [h1 b hb])
  linarith
```

The hypotheses say that m and n are nonnegative and sum to the natural numbers M and N, zero included. `csInf_le` bounds the merged optimum by each pair of fragment energies; the two uses of `le_csInf` take the infima in turn.

For a lattice model with classical particles, no kinetic energy and no limit on the number of particles per site, this is a constraint on any approximate functional meant to reproduce I. Under a limit such as two electrons per site, merging independent fragments can produce forbidden configurations, and the proof does not apply. The inequality bounds the merged indirect energy from above, whereas a Lieb–Oxford inequality bounds the indirect energy from below. The setting has finitely many sites and finite w, so the continuum Coulomb singularity does not enter.

```lean
/-- Merging `k + 1` fragments of the same nonnegative density `n`, with integer particle number,
gives at most `k + 1` times the optimal indirect energy of one. -/
theorem indirectEnergy_copies_le (w : X → X → ℝ) {n : X → ℝ} (hn : ∀ x, 0 ≤ n x)
    (hN : ∑ x, n x = N) (k : ℕ) :
    indirectEnergy w ((k + 1) * N) (fun x => ((k : ℝ) + 1) * n x)
      ≤ ((k : ℝ) + 1) * indirectEnergy w N n := by
  induction k with
  | zero => simp
  | succ k ih =>
    have h := indirectEnergy_add_le w (M := (k + 1) * N) (m := fun x => ((k : ℝ) + 1) * n x)
      (fun x => mul_nonneg (by positivity) (hn x))
      (by rw [← mul_sum, hN]; push_cast; ring) hn hN
    have e : (fun x => ((k : ℝ) + 1) * n x) + n
        = fun x => (((k + 1 : ℕ) : ℝ) + 1) * n x := by
      funext x
      rw [Pi.add_apply]
      push_cast
      ring
    rw [← e, Nat.succ_mul]
    push_cast
    linarith

end

end IndirectEnergy
```

Applying the inequality repeatedly to copies of one density gives I((k+1)n) ≤ (k+1) I(n), with (k+1)N particles on the left. The copies occupy the same sites; they are not displaced from one another.

```lean
#print axioms IndirectEnergy.indirectEnergy_add_le
#print axioms IndirectEnergy.indirectEnergy_copies_le
```

```
'IndirectEnergy.indirectEnergy_add_le' depends on axioms: [propext, Classical.choice, Quot.sound]
'IndirectEnergy.indirectEnergy_copies_le' depends on axioms: [propext, Classical.choice, Quot.sound]
```
